# The eutectic temperature of an ideal mixture with constant fusion enthalpies is unique and lies below every melting point

Take two different substances that happen to melt at the same temperature \(T_0\) and to have the same molar enthalpy of fusion, taken as independent of temperature. Write \(h>0\) for that enthalpy divided by the gas constant, so that \(h\) is measured in kelvin. They mix ideally as liquids and crystallise as separate pure solids. At a temperature \(T\le T_0\), the liquid can hold each of them up to the mole fraction \(\exp[-h(1/T-1/T_0)]\). Both solids coexist with the liquid when these two saturation values add up to one:

\[
2\,e^{-h(1/T-1/T_0)}=1
\quad\Longleftrightarrow\quad
\frac1T=\frac1{T_0}+\frac{\ln 2}{h}.
\]

There is one solution, and it is below \(T_0\). At \(T_0\) each substance alone would already fill the liquid, so two of them together are too much, and the temperature has to fall until each saturation value is one half.

With unequal melting points and enthalpies there is in general no such closed formula, but the mechanism survives: each term rises with temperature, and at any melting point the sum is already above one. The Lean file below turns this into a proof for any finite number of components, at least two, with the binary case as a corollary.

## Components and their solubilities

```lean
import Mathlib

open Filter Topology

namespace IdealEutectic

noncomputable section

variable {ι : Type*}
```

The first line loads the mathematical library Mathlib. The symbol `ι` stands for an arbitrary type of labels, one for each substance. Curly braces mean that Lean works out the argument from the context.

```lean
/-- Ideal solubility (for `0 < T ≤ T₀`, the mole fraction in the saturated liquid) at temperature
`T` of a component with melting temperature `T₀` and enthalpy of fusion divided by the gas constant
`h`. -/
def idealSolubility (h T₀ T : ℝ) : ℝ := Real.exp (-h * (1 / T - 1 / T₀))
```

In ordinary notation, this defines

\[
\sigma(T)=\exp\!\left[-h\left(\frac1T-\frac1{T_0}\right)\right].
\]

The formula comes from equating the chemical potential of a component in an ideal liquid with that of its pure solid. If \(x\) is its mole fraction, \(R\) the gas constant and \(\Delta H=Rh\) the molar enthalpy of fusion, taken as independent of temperature, then

\[
RT\ln x=-\Delta H\left(1-\frac{T}{T_0}\right),
\]

and division by \(RT\) gives \(x=\sigma(T)\). The file takes this result as its definition and does not derive it. The definition therefore carries the physical assumptions: fixed pressure, activity equal to mole fraction, no heat-capacity correction, and no solid solutions or compounds.

Above \(T_0\) the formula gives a value greater than one. That is no longer a possible mole fraction; it means that the pure solid does not limit the composition.

```lean
/-- Sum of the ideal solubilities of the components in `s` at temperature `T`. -/
def liquidusSum (s : Finset ι) (h Tm : ι → ℝ) (T : ℝ) : ℝ :=
  ∑ i ∈ s, idealSolubility (h i) (Tm i) T
```

A `Finset ι` is a finite set of labels, here the components present. The functions `h` and `Tm` assign to each label \(i\) its \(h_i\) and its melting temperature \(T_{\mathrm m,i}\). With \(\sigma_i\) for the solubility of component \(i\), the definition reads

\[
S_s(T)=\sum_{i\in s}\sigma_i(T).
\]

The eutectic condition is \(S_s(T)=1\): a liquid saturated with every component at once has mole fractions \(\sigma_i(T)\), and these must add up to one.

## Solubility rises with temperature

```lean
/-- The ideal solubility of a component increases strictly with temperature. -/
theorem idealSolubility_lt {h T₀ T T' : ℝ} (hh : 0 < h) (hT : 0 < T) (hlt : T < T') :
    idealSolubility h T₀ T < idealSolubility h T₀ T' := by
  unfold idealSolubility
  apply Real.exp_lt_exp.mpr
  have h1 : 1 / T' < 1 / T := one_div_lt_one_div_of_lt hT hlt
  have h2 := mul_lt_mul_of_pos_left h1 hh
  linarith
```

The statement says that if \(h>0\) and \(0<T<T'\), then \(\sigma(T)<\sigma(T')\). By hand, \(1/T'<1/T\). Multiplying by \(h\) and changing sign gives

\[
-h\left(\frac1T-\frac1{T_0}\right)<-h\left(\frac1{T'}-\frac1{T_0}\right),
\]

and the exponential preserves the order.

The Lean proof takes the same steps. `Real.exp_lt_exp` reduces the claim to the exponents, `h1` compares the reciprocals, `h2` multiplies by \(h\), and `linarith` finishes the linear arithmetic.

```lean
/-- The sum of the solubilities of a nonempty set of components increases strictly with
temperature. -/
theorem liquidusSum_lt {s : Finset ι} {h Tm : ι → ℝ} {T T' : ℝ} (hs : s.Nonempty)
    (hh : ∀ i ∈ s, 0 < h i) (hT : 0 < T) (hlt : T < T') :
    liquidusSum s h Tm T < liquidusSum s h Tm T' :=
  Finset.sum_lt_sum_of_nonempty hs fun i hi => idealSolubility_lt (hh i hi) hT hlt
```

If every term of a sum increases strictly and there is at least one term, the sum increases strictly. The hypothesis `s.Nonempty` supplies that term, and `hh` says that \(h_i>0\) for every component in \(s\). The expression after `fun` applies the previous theorem to each component.

## Every solution lies below all melting points

```lean
/-- In a mixture of at least two components, a temperature at which the solubilities sum to one
lies strictly below the melting temperature of every component. -/
theorem eutectic_lt_melting {s : Finset ι} {h Tm : ι → ℝ} {T : ℝ} (hs : 1 < s.card)
    (hh : ∀ i ∈ s, 0 < h i) (hTm : ∀ i ∈ s, 0 < Tm i)
    (hE : liquidusSum s h Tm T = 1) : ∀ j ∈ s, T < Tm j := by
  intro j hj
  by_contra hcon
  have hle : Tm j ≤ T := not_lt.mp hcon
  -- above its melting point a component has solubility at least one
  have hself : idealSolubility (h j) (Tm j) (Tm j) = 1 := by simp [idealSolubility]
  have hone : 1 ≤ idealSolubility (h j) (Tm j) T := by
    rcases hle.eq_or_lt with heq | hlt
    · rw [← heq, hself]
    · have := idealSolubility_lt (T₀ := Tm j) (hh j hj) (hTm j hj) hlt
      linarith
  -- a second component pushes the sum above one
  obtain ⟨k, hk, hkj⟩ := Finset.exists_mem_ne hs j
  have hsum : idealSolubility (h j) (Tm j) T < liquidusSum s h Tm T :=
    Finset.single_lt_sum (f := fun i => idealSolubility (h i) (Tm i) T) hkj hj hk
      (Real.exp_pos _) (fun i _ _ => (Real.exp_pos _).le)
  linarith
```

The hypothesis `1 < s.card` says that there are at least two components. The conclusion is that a temperature with \(S_s(T)=1\) satisfies \(T<T_{\mathrm m,j}\) for every \(j\in s\).

Suppose instead that \(T_{\mathrm m,j}\le T\) for some \(j\). At its own melting point, component \(j\) has solubility \(e^0=1\), so monotonicity gives \(\sigma_j(T)\ge1\). Choose another component \(k\ne j\). Its solubility is positive, because it is an exponential, and therefore

\[
S_s(T)\ge\sigma_j(T)+\sigma_k(T)>1,
\]

which contradicts \(S_s(T)=1\).

In the code, `by_contra` starts the contradiction, `hself` is the value one at the melting point, and `hone` is the bound \(\sigma_j(T)\ge1\). The second component comes from `Finset.exists_mem_ne`, and `hsum` records that the full sum exceeds the single term \(\sigma_j(T)\). For a single component the strict inequality would fail, since its condition \(\sigma(T)=1\) is met at the melting point itself.

## One eutectic temperature for two or more components

```lean
/-- An ideal mixture of at least two components has exactly one positive temperature at which
the solubilities sum to one, and it lies strictly below every melting temperature. -/
theorem exists_unique_eutectic (s : Finset ι) (h Tm : ι → ℝ) (hs : 1 < s.card)
    (hh : ∀ i ∈ s, 0 < h i) (hTm : ∀ i ∈ s, 0 < Tm i) :
    ∃ T, (0 < T ∧ liquidusSum s h Tm T = 1 ∧ ∀ i ∈ s, T < Tm i) ∧
      ∀ T', 0 < T' → liquidusSum s h Tm T' = 1 → T' = T := by
  have hne : s.Nonempty := Finset.card_pos.mp (by omega)
  obtain ⟨k, hk⟩ := hne
  -- the sum as a function of inverse temperature
  let g : ℝ → ℝ := fun b => ∑ i ∈ s, Real.exp (-h i * (b - 1 / Tm i))
  have hcont : Continuous g := continuous_finsetSum _ (fun i _ => by fun_prop)
  have hlim : Tendsto g atTop (𝓝 0) := by
    have h0 : Tendsto g atTop (𝓝 (∑ i ∈ s, (0 : ℝ))) := by
      refine tendsto_finsetSum _ (fun i hi => ?_)
      have h1 : Tendsto (fun b : ℝ => b - 1 / Tm i) atTop atTop :=
        tendsto_atTop.2 fun c =>
          (eventually_ge_atTop (c + 1 / Tm i)).mono fun b hb => le_sub_iff_add_le.mpr hb
      have h2 : -h i < 0 := neg_lt_zero.mpr (hh i hi)
      exact Real.tendsto_exp_atBot.comp (h1.const_mul_atTop_of_neg h2)
    simpa only [Finset.sum_const_zero] using h0
  obtain ⟨b, hb1, hb2⟩ :=
    ((hlim.eventually_lt_const zero_lt_one).and (eventually_ge_atTop (1 / Tm k))).exists
  have hbk : 1 ≤ g (1 / Tm k) := by
    calc (1 : ℝ) = Real.exp (-h k * (1 / Tm k - 1 / Tm k)) := by simp
      _ ≤ g (1 / Tm k) :=
        Finset.single_le_sum (f := fun i => Real.exp (-h i * (1 / Tm k - 1 / Tm i)))
          (fun i _ => (Real.exp_pos _).le) hk
  -- intermediate value theorem between the melting point of `k` and a very cold state
  obtain ⟨β, hβ, hgβ⟩ := intermediate_value_Icc' hb2 hcont.continuousOn ⟨hb1.le, hbk⟩
  have hβ0 : 0 < β := lt_of_lt_of_le (one_div_pos.mpr (hTm k hk)) hβ.1
  have hval : liquidusSum s h Tm (1 / β) = g β := by
    simp [liquidusSum, idealSolubility, g]
  have hE : liquidusSum s h Tm (1 / β) = 1 := hval.trans hgβ
  have hpos : 0 < 1 / β := one_div_pos.mpr hβ0
  refine ⟨1 / β, ⟨hpos, hE, eutectic_lt_melting hs hh hTm hE⟩, fun T' hT' hE' => ?_⟩
  -- strict monotonicity excludes a second solution
  rcases lt_trichotomy T' (1 / β) with hlt | heq | hgt
  · have := liquidusSum_lt (Tm := Tm) ⟨k, hk⟩ hh hT' hlt
    linarith
  · exact heq
  · have := liquidusSum_lt (Tm := Tm) ⟨k, hk⟩ hh hpos hgt
    linarith
```

The symbol `∃ T` means "there is a \(T\)", and `∧` means "and". The theorem provides a temperature \(T>0\) that solves the eutectic condition and lies below every melting point. Its last line adds that any positive \(T'\) solving the same condition equals \(T\).

For existence, use the inverse temperature \(b=1/T\) and set

\[
g(b)=\sum_{i\in s}\exp\!\left[-h_i\left(b-\frac1{T_{\mathrm m,i}}\right)\right].
\]

This function is continuous, and it tends to zero as \(b\to\infty\), because each \(h_i\) is positive and the sum is finite. Pick any component \(k\). At \(b=1/T_{\mathrm m,k}\) its own term equals one and the others are positive, so \(g(1/T_{\mathrm m,k})\ge1\). At some larger \(b\), a colder state, \(g(b)<1\). The intermediate value theorem gives a \(\beta\) between the two with \(g(\beta)=1\), and \(T=1/\beta\) is a positive solution. The previous theorem places it below all melting points.

For uniqueness, let \(T'>0\) be another solution. If \(T'<T\), then \(S_s(T')<S_s(T)\); if \(T'>T\), the inequality is reversed. Both are impossible when the two sums equal one.

The names in the proof follow this order. `hcont` is continuity, `hlim` is the limit, and `hbk` is the lower bound at the melting point of \(k\). The lemma `intermediate_value_Icc'` is the version of the intermediate value theorem for a function whose value at the left end is the higher one. `hval` translates \(g(\beta)\) back into \(S_s(1/\beta)\). Finally, `lt_trichotomy` splits the comparison of \(T'\) with \(1/\beta\) into less, equal and greater.

## The binary eutectic condition

```lean
/-- The eutectic condition of an ideal binary mixture has exactly one positive solution, and it lies
strictly below both melting temperatures. -/
theorem binary_eutectic {hA hB TA TB : ℝ} (hA0 : 0 < hA) (hB0 : 0 < hB)
    (hTA : 0 < TA) (hTB : 0 < TB) :
    ∃ T, (0 < T ∧ Real.exp (-hA * (1 / T - 1 / TA)) + Real.exp (-hB * (1 / T - 1 / TB)) = 1 ∧
        T < min TA TB) ∧
      ∀ T', 0 < T' →
        Real.exp (-hA * (1 / T' - 1 / TA)) + Real.exp (-hB * (1 / T' - 1 / TB)) = 1 →
        T' = T := by
  have hsum : ∀ T, liquidusSum Finset.univ ![hA, hB] ![TA, TB] T =
      Real.exp (-hA * (1 / T - 1 / TA)) + Real.exp (-hB * (1 / T - 1 / TB)) := by
    intro T
    simp [liquidusSum, idealSolubility, Fin.sum_univ_two]
  obtain ⟨T, ⟨h0, h1, h2⟩, h3⟩ :=
    exists_unique_eutectic (Finset.univ : Finset (Fin 2)) ![hA, hB] ![TA, TB] (by simp)
      (by intro i _; fin_cases i <;> simp [hA0, hB0])
      (by intro i _; fin_cases i <;> simp [hTA, hTB])
  have ha : T < TA := by simpa using h2 0 (Finset.mem_univ _)
  have hb : T < TB := by simpa using h2 1 (Finset.mem_univ _)
  exact ⟨T, ⟨h0, (hsum T).symm.trans h1, lt_min ha hb⟩,
    fun T' h0' h' => h3 T' h0' ((hsum T').trans h')⟩
```

For two components A and B with \(h_A,h_B,T_A,T_B>0\), the equation

\[
e^{-h_A(1/T-1/T_A)}+e^{-h_B(1/T-1/T_B)}=1
\]

has exactly one positive solution, and that solution satisfies \(T<\min(T_A,T_B)\). In the phase diagram it is the temperature at which the two liquidus curves meet.

By hand, this is the previous theorem with two terms in the sum. The code uses the two-element label type `Fin 2`, whose labels are 0 and 1, and the lists `![hA, hB]` and `![TA, TB]`. The step `hsum` writes out the sum, `fin_cases` checks positivity for each label, and `lt_min` combines the two inequalities into one with the minimum.

For numerical work with this ideal model and constant fusion enthalpies, the result means that a root search need only cover temperatures between zero and the lower melting point, and that the root it finds there is the only one.

## The coldest stable liquid and its composition

```lean
/-- A liquid whose mole fractions `x i` nowhere exceed the ideal solubilities is at or above the
eutectic temperature `TE`; at `TE` itself each mole fraction equals the solubility. -/
theorem eutectic_le_of_unsaturated {s : Finset ι} {h Tm x : ι → ℝ} {T TE : ℝ}
    (hh : ∀ i ∈ s, 0 < h i) (hT : 0 < T) (hE : liquidusSum s h Tm TE = 1)
    (hx : ∑ i ∈ s, x i = 1) (hsat : ∀ i ∈ s, x i ≤ idealSolubility (h i) (Tm i) T) :
    TE ≤ T ∧ (T = TE → ∀ i ∈ s, x i = idealSolubility (h i) (Tm i) TE) := by
  have hne : s.Nonempty := Finset.nonempty_of_sum_ne_zero (by rw [hx]; exact one_ne_zero)
  have hle : ∑ i ∈ s, x i ≤ liquidusSum s h Tm T := Finset.sum_le_sum hsat
  constructor
  · by_contra hcon
    have := liquidusSum_lt (Tm := Tm) hne hh hT (not_le.mp hcon)
    linarith
  · intro heq
    subst heq
    exact (Finset.sum_eq_sum_iff_of_le hsat).mp (hx.trans hE.symm)
```

Here `x i` is the mole fraction \(x_i\) of component \(i\) in an actual liquid at temperature \(T>0\). The hypothesis `hx` says that the fractions add up to one, and `hsat` says that no component exceeds its solubility, \(x_i\le\sigma_i(T)\). A liquid that violates `hsat` is supersaturated, so supercooled metastable liquids are excluded. The temperature \(T_E\), written `TE`, satisfies \(S_s(T_E)=1\).

Adding the inequalities gives

\[
1=\sum_{i\in s}x_i\le S_s(T).
\]

If \(T\) were below \(T_E\), strict monotonicity would give \(S_s(T)<S_s(T_E)=1\), a contradiction. Hence \(T_E\le T\).

At \(T=T_E\) both sums equal one. Since each \(x_i\) is at most \(\sigma_i(T_E)\), a gap in any component would make the first sum smaller, so \(x_i=\sigma_i(T_E)\) throughout. The eutectic composition is therefore forced.

The proof gets the summed inequality from `Finset.sum_le_sum`. The equality of all terms comes from `Finset.sum_eq_sum_iff_of_le`, which says that termwise ordered sums agree only if the terms do.

## More components, lower eutectic

```lean
/-- Adding further components to an ideal mixture strictly lowers its eutectic temperature. -/
theorem eutectic_lt_of_ssubset {s t : Finset ι} {h Tm : ι → ℝ} {Ts Tt : ℝ} (hst : s ⊂ t)
    (hh : ∀ i ∈ t, 0 < h i) (hTs : 0 < Ts)
    (hEs : liquidusSum s h Tm Ts = 1) (hEt : liquidusSum t h Tm Tt = 1) : Tt < Ts := by
  obtain ⟨k, hkt, hks⟩ := Finset.exists_of_ssubset hst
  -- at the old eutectic temperature the enlarged sum already exceeds one
  have hlt : liquidusSum s h Tm Ts < liquidusSum t h Tm Ts :=
    Finset.sum_lt_sum_of_subset hst.1 hkt hks (Real.exp_pos _)
      (fun i _ _ => (Real.exp_pos _).le)
  by_contra hcon
  rcases (not_lt.mp hcon).eq_or_lt with heq | hgt
  · rw [← heq] at hEt
    linarith
  · have := liquidusSum_lt (Tm := Tm) ⟨k, hkt⟩ hh hTs hgt
    linarith

end

end IdealEutectic
```

The notation `s ⊂ t` means that \(t\) contains all components of \(s\) and at least one more. Both sets use the same `h` and `Tm`, so the added substance leaves the data of the others unchanged. If \(T_s>0\) and \(T_t\) solve the conditions for the two sets, then \(T_t<T_s\). In this ideal model a ternary eutectic thus lies below each of the three binary eutectics formed from its components. The smaller set may also be a single substance, in which case \(T_s\) is its melting point.

At \(T_s\) the added components contribute positive terms, so

\[
S_t(T_s)>S_s(T_s)=1.
\]

If \(T_t\ge T_s\) held, monotonicity would give \(S_t(T_t)\ge S_t(T_s)>1\), contrary to \(S_t(T_t)=1\). In Lean, `hlt` is the displayed inequality, and the cases `heq` and `hgt` treat \(T_t=T_s\) and \(T_t>T_s\) separately.

The opening example shows the size of the effect. For \(n\) substances with equal \(h\) and \(T_0\), the condition \(n\,e^{-h(1/T-1/T_0)}=1\) gives \(1/T=1/T_0+(\ln n)/h\), so each further component lowers the temperature again.

```lean
#print axioms IdealEutectic.exists_unique_eutectic
-- 'IdealEutectic.exists_unique_eutectic' depends on axioms: [propext, Classical.choice, Quot.sound]
#print axioms IdealEutectic.binary_eutectic
-- 'IdealEutectic.binary_eutectic' depends on axioms: [propext, Classical.choice, Quot.sound]
#print axioms IdealEutectic.eutectic_le_of_unsaturated
-- 'IdealEutectic.eutectic_le_of_unsaturated' depends on axioms: [propext, Classical.choice, Quot.sound]
#print axioms IdealEutectic.eutectic_lt_of_ssubset
-- 'IdealEutectic.eutectic_lt_of_ssubset' depends on axioms: [propext, Classical.choice, Quot.sound]
```
